# The Landau-level heat kernel cosh(2st)/sinh t and its weak-field factor ((2s)² − 1/3)/2

## Opposite spin shifts that fail to cancel

For a spinless charge in a uniform magnetic field, the squared kinetic momentum perpendicular to the field has the levels 1, 3, 5, … in units of charge times field, with $\hbar=1$. For spin one half with gyromagnetic ratio 2, a spin term is added, which moves one spin branch down to 0, 2, 4, … and the other up to 2, 4, 6, …. The two shifts are equal and opposite, so I would expect them to drop out of the heat-kernel sum at weak field. Yet the leading field correction is negative without spin and positive with spin one half. What survives the cancellation, and where does the 1/3 in the vacuum-polarization factor $(2s)^2-1/3$ come from?

## The shifts cancel at first order and survive at second

The exponential is convex, so lowering one branch gains more than raising the other loses. The average of $e^{2st}$ and $e^{-2st}$ is $\cosh(2st)=1+2s^2t^2+\dots$, where $s$ is the spin parameter and $t>0$ is proper time in units of the inverse of charge times field. The 1/3 comes from the orbital levels alone, through $t/\sinh t=1-t^2/6+\dots$.

**The sum.** Take the levels $2n+1+2s\sigma$ with $n\ge 0$ and $\sigma=\pm1$. One branch is a geometric series of ratio $e^{-2t}$:

$$\sum_{n\ge0}e^{-t(2n+1+2s\sigma)}=\frac{e^{-t(1+2s\sigma)}}{1-e^{-2t}}=\frac{e^{-2s\sigma t}}{2\sinh t}.$$

For $t\le0$ no term is smaller than the one at $n=0$, so the series diverges. For $t>0$ the two branches add up to

$$K=\frac{\cosh(2st)}{\sinh t}.$$

**The limit.** Since $\cosh(2st)=1+2\sinh^2(st)$,

$$\frac{tK-1}{t^2}=\left[2\left(\frac{\sinh(st)}{t}\right)^2-\frac{\sinh t-t}{t^3}\right]\frac{t}{\sinh t}.$$

As $t\to0^+$, $\sinh(st)/t$ tends to $s$, the derivative of $\sinh(st)$ at zero. Taylor's bound for $e^{t}$ and $e^{-t}$ gives $|\sinh t-t-t^3/6|\le t^4$ for $0<t<1$, so the second fraction tends to $1/6$. The last factor tends to 1, and the limit is

$$2s^2-\tfrac16=\tfrac12\left((2s)^2-\tfrac13\right).$$

This is $-1/6$ for $s=0$ and $+1/3$ for $s=1/2$.

**Restoring the field.** Let $b>0$ be the magnitude of charge times field and $\tau$ the dimensional proper time, so that $t=b\tau$. With the Landau degeneracy $b/(2\pi)$ per area,

$$\frac{1}{b^2}\left(\frac{b}{2\pi}K-\frac{1}{2\pi\tau}\right)=\frac{\tau}{2\pi}\,\frac{tK-1}{t^2}.$$

The subtracted term $1/(2\pi\tau)$ is the free heat kernel per area for two spin states.

**Beyond weak field.** For $s=0$, $tK=t/\sinh t<1$ at every $t>0$. For $s=1/2$, $tK=t\cosh t/\sinh t$. The mean value theorem gives $\sinh t/t=\cosh c$ for some $0<c<t$, and $\cosh c<\cosh t$, so $tK>1$.

## What the definitions and theorems say

`level` is the spectrum, `landauTrace` is the infinite sum itself and not its closed form, and `heatDensity` includes the degeneracy. Despite its name, `landauTrace` counts each level once per spin sign and leaves the degeneracy out. At $s=0$ the two signs give identical copies, so a single charged scalar has half of this sum.

The term $2s\sigma$ stands for the coupling of the magnetic moment to the field with gyromagnetic ratio 2, the value that the Dirac equation gives for spin one half. The theorems allow any real $s$, but always with two spin states: at $s=1$ the sum leaves out the middle state of a massive spin-one particle. `HasSum` says that the series converges to the stated value, and `𝓝[>] 0` means approach to zero from above.

The step left to physics is that the transverse operator of a charged particle in a uniform field (the squared kinetic momentum perpendicular to the field together with the spin term, with $\hbar=1$) has these levels with this degeneracy; both enter as definitions.

In one-loop QED with a constant magnetic field and non-interacting charges in the loop, the factor $(2s)^2-\tfrac13$ of the $b^2$ term multiplies the logarithmic proper-time integral that renormalizes the charge. The loop's overall sign, opposite for fermions and bosons, enters there, which is why scalars and electrons both screen charge although their factors differ in sign.

In Lean 4 with Mathlib:

```lean
import Mathlib

open Filter Topology

namespace LandauHeatKernel

noncomputable section

/-- The transverse Landau level `2n + 1 + 2sσ`, in units of charge times field,
for spin parameter `s` and spin sign `σ`. -/
def level (s σ : ℝ) (n : ℕ) : ℝ := 2 * n + 1 + 2 * s * σ

/-- The heat-kernel sum over all Landau levels and both spin signs, at proper time `t > 0`
in units of the inverse of charge times field. -/
def landauTrace (s t : ℝ) : ℝ :=
  ∑' n : ℕ, (Real.exp (-t * level s 1 n) + Real.exp (-t * level s (-1) n))

/-- The heat kernel per unit area at proper time `τ > 0`, for charge times field `b > 0`:
the Landau degeneracy `b / (2π)` times the sum over levels. -/
def heatDensity (s b τ : ℝ) : ℝ := b / (2 * Real.pi) * landauTrace s (b * τ)

/-- For `t > 0` the exponentials `exp(-t · level)` of one spin branch sum to
`exp(-2sσt) / (2 sinh t)`. -/
theorem hasSum_branch (s σ : ℝ) {t : ℝ} (ht : 0 < t) :
    HasSum (fun n : ℕ => Real.exp (-t * level s σ n))
      (Real.exp (-(2 * s * σ * t)) / (2 * Real.sinh t)) := by
  have hr : Real.exp (-2 * t) < 1 := Real.exp_lt_one_iff.mpr (by linarith)
  have h := (hasSum_geometric_of_lt_one (Real.exp_pos (-2 * t)).le hr).mul_left
    (Real.exp (-t * (1 + 2 * s * σ)))
  -- the lowest level is factored out of the geometric series
  have hterm : (fun n : ℕ => Real.exp (-t * level s σ n)) =
      fun n : ℕ => Real.exp (-t * (1 + 2 * s * σ)) * Real.exp (-2 * t) ^ n := by
    funext n
    rw [← Real.exp_nat_mul, ← Real.exp_add]
    congr 1
    unfold level
    ring
  have hden : 2 * Real.sinh t = Real.exp t * (1 - Real.exp (-2 * t)) := by
    have e : Real.exp t * Real.exp (-2 * t) = Real.exp (-t) := by
      rw [← Real.exp_add]
      congr 1
      ring
    rw [Real.sinh_eq, mul_sub, e]
    ring
  have hnum : Real.exp (-(2 * s * σ * t)) =
      Real.exp t * Real.exp (-t * (1 + 2 * s * σ)) := by
    rw [← Real.exp_add]
    congr 1
    ring
  rw [hterm, hden, hnum, mul_div_mul_left _ _ (Real.exp_ne_zero t), div_eq_mul_inv]
  exact h

/-- The sum of `exp(-t · level)` over one spin branch converges exactly when `t > 0`. -/
theorem summable_branch_iff (s σ t : ℝ) :
    Summable (fun n : ℕ => Real.exp (-t * level s σ n)) ↔ 0 < t := by
  refine ⟨fun h => ?_, fun ht => (hasSum_branch s σ ht).summable⟩
  by_contra hneg
  have ht : t ≤ 0 := not_lt.mp hneg
  -- for t ≤ 0 no term is smaller than that of the lowest level
  have hle : Real.exp (-t * (1 + 2 * s * σ)) ≤ 0 := by
    refine ge_of_tendsto' h.tendsto_atTop_zero (fun n => Real.exp_le_exp.mpr ?_)
    have hn : (0 : ℝ) ≤ n := Nat.cast_nonneg n
    unfold level
    nlinarith [mul_nonneg (neg_nonneg.mpr ht) hn]
  exact absurd hle (not_le.mpr (Real.exp_pos _))

/-- For `t > 0` the sum of `exp(-t · level)` over all Landau levels and both spin signs converges to
`cosh(2st) / sinh t`. -/
theorem hasSum_landau (s : ℝ) {t : ℝ} (ht : 0 < t) :
    HasSum (fun n : ℕ => Real.exp (-t * level s 1 n) + Real.exp (-t * level s (-1) n))
      (Real.cosh (2 * s * t) / Real.sinh t) := by
  have h := (hasSum_branch s 1 ht).add (hasSum_branch s (-1) ht)
  have e1 : -(2 * s * 1 * t) = -(2 * s * t) := by ring
  have e2 : -(2 * s * (-1) * t) = 2 * s * t := by ring
  rw [e1, e2] at h
  convert h using 1
  rw [Real.cosh_eq]
  ring

/-- The diamagnetic ingredient: `(sinh t - t) / t³` tends to `1/6` as `t` tends to `0+`. -/
theorem tendsto_sinh_cubic :
    Tendsto (fun t : ℝ => (Real.sinh t - t) / t ^ 3) (𝓝[>] 0) (𝓝 (1 / 6)) := by
  -- Taylor's bound for exp at t and -t controls the remainder of sinh
  have key : ∀ t : ℝ, 0 < t → t < 1 →
      -t ^ 4 ≤ Real.sinh t - t - t ^ 3 / 6 ∧ Real.sinh t - t - t ^ 3 / 6 ≤ t ^ 4 := by
    intro t h0 h1
    have hp := Real.exp_bound (x := t) (by rw [abs_of_pos h0]; exact h1.le)
      (n := 4) (by norm_num)
    have hm := Real.exp_bound (x := -t) (by rw [abs_neg, abs_of_pos h0]; exact h1.le)
      (n := 4) (by norm_num)
    rw [abs_of_pos h0] at hp
    rw [abs_neg, abs_of_pos h0] at hm
    obtain ⟨a, b⟩ := abs_le.mp hp
    obtain ⟨c, d⟩ := abs_le.mp hm
    norm_num [Finset.sum_range_succ, Nat.factorial] at a b c d
    have h4 : 0 < t ^ 4 := pow_pos h0 4
    rw [Real.sinh_eq]
    constructor <;> nlinarith
  have hlo : Tendsto (fun t : ℝ => 1 / 6 - t) (𝓝[>] 0) (𝓝 (1 / 6)) :=
    ((by fun_prop : Continuous (fun t : ℝ => 1 / 6 - t)).tendsto' 0 (1 / 6)
      (by norm_num)).mono_left nhdsWithin_le_nhds
  have hhi : Tendsto (fun t : ℝ => 1 / 6 + t) (𝓝[>] 0) (𝓝 (1 / 6)) :=
    ((by fun_prop : Continuous (fun t : ℝ => 1 / 6 + t)).tendsto' 0 (1 / 6)
      (by norm_num)).mono_left nhdsWithin_le_nhds
  refine tendsto_of_tendsto_of_tendsto_of_le_of_le' hlo hhi ?_ ?_
  · filter_upwards [Ioo_mem_nhdsGT (zero_lt_one : (0 : ℝ) < 1)] with t ht
    rw [le_div_iff₀ (pow_pos ht.1 3)]
    nlinarith [(key t ht.1 ht.2).1]
  · filter_upwards [Ioo_mem_nhdsGT (zero_lt_one : (0 : ℝ) < 1)] with t ht
    rw [div_le_iff₀ (pow_pos ht.1 3)]
    nlinarith [(key t ht.1 ht.2).2]

/-- The paramagnetic ingredient: `sinh(st) / t` tends to `s` as `t` tends to `0+`. -/
theorem tendsto_sinh_div (s : ℝ) :
    Tendsto (fun t : ℝ => Real.sinh (s * t) / t) (𝓝[>] 0) (𝓝 s) := by
  have h0 : HasDerivAt (fun t : ℝ => s * t) s 0 := by
    simpa using (hasDerivAt_id (0 : ℝ)).const_mul s
  have h1 : HasDerivAt (fun t : ℝ => Real.sinh (s * t)) s 0 :=
    h0.sinh.congr_deriv (by simp)
  have h2 := (hasDerivAt_iff_tendsto_slope_zero.mp h1).mono_left
    (nhdsWithin_mono (0 : ℝ) (fun x hx => (Set.mem_Ioi.mp hx).ne'))
  refine h2.congr (fun t => ?_)
  simp [div_eq_inv_mul]

/-- With `K` the heat-kernel sum `landauTrace s t`, `(tK - 1) / t²` tends to `((2s)² - 1/3) / 2` as
`t` tends to `0+`. -/
theorem tendsto_landauTrace (s : ℝ) :
    Tendsto (fun t : ℝ => (t * landauTrace s t - 1) / t ^ 2) (𝓝[>] 0)
      (𝓝 (((2 * s) ^ 2 - 1 / 3) / 2)) := by
  have hone : Tendsto (fun t : ℝ => Real.sinh t / t) (𝓝[>] 0) (𝓝 1) := by
    simpa using tendsto_sinh_div 1
  have h := ((((tendsto_sinh_div s).pow 2).const_mul 2).sub tendsto_sinh_cubic).mul
    (hone.inv₀ one_ne_zero)
  have hv : (2 * s ^ 2 - 1 / 6) * (1 : ℝ)⁻¹ = ((2 * s) ^ 2 - 1 / 3) / 2 := by ring
  rw [hv] at h
  refine h.congr' ?_
  filter_upwards [self_mem_nhdsWithin] with t ht
  have ht0 : t ≠ 0 := (Set.mem_Ioi.mp ht).ne'
  have hS : Real.sinh t ≠ 0 := (Real.sinh_pos_iff.mpr ht).ne'
  -- spin enters through cosh(2st) = 1 + 2 sinh²(st)
  have hc : Real.cosh (2 * s * t) = 1 + 2 * Real.sinh (s * t) ^ 2 := by
    rw [mul_assoc, Real.cosh_two_mul, Real.cosh_sq]
    ring
  rw [landauTrace, (hasSum_landau s ht).tsum_eq, hc]
  generalize Real.sinh (s * t) = q
  generalize Real.sinh t = S at hS ⊢
  field_simp
  ring

/-- At fixed proper time `τ > 0`, the heat kernel per area minus `1/(2πτ)`, divided by the
square of `b` (charge times field), tends to `τ/(2π) · ((2s)² - 1/3)/2` as `b` tends to `0+`. -/
theorem tendsto_weak_field (s : ℝ) {τ : ℝ} (hτ : 0 < τ) :
    Tendsto (fun b : ℝ => (heatDensity s b τ - 1 / (2 * Real.pi * τ)) / b ^ 2) (𝓝[>] 0)
      (𝓝 (τ / (2 * Real.pi) * (((2 * s) ^ 2 - 1 / 3) / 2))) := by
  have hmap : Tendsto (fun b : ℝ => b * τ) (𝓝[>] 0) (𝓝[>] 0) := by
    refine tendsto_nhdsWithin_iff.mpr ⟨?_, ?_⟩
    · exact ((by fun_prop : Continuous (fun b : ℝ => b * τ)).tendsto' 0 0
        (by simp)).mono_left nhdsWithin_le_nhds
    · filter_upwards [self_mem_nhdsWithin] with b hb
      exact mul_pos hb hτ
  refine (((tendsto_landauTrace s).comp hmap).const_mul (τ / (2 * Real.pi))).congr' ?_
  filter_upwards [self_mem_nhdsWithin] with b hb
  have hb0 : b ≠ 0 := (Set.mem_Ioi.mp hb).ne'
  have hτ0 : τ ≠ 0 := hτ.ne'
  have hpi : Real.pi ≠ 0 := Real.pi_ne_zero
  simp only [Function.comp_apply, heatDensity]
  generalize landauTrace s (b * τ) = K
  field_simp

/-- For `s = 0` the product `t * landauTrace 0 t` lies below `1` at every proper time `t > 0`. -/
theorem scalar_diamagnetic {t : ℝ} (ht : 0 < t) : t * landauTrace 0 t < 1 := by
  have hS : 0 < Real.sinh t := Real.sinh_pos_iff.mpr ht
  rw [landauTrace, (hasSum_landau 0 ht).tsum_eq, mul_zero, zero_mul, Real.cosh_zero,
    mul_one_div, div_lt_one hS]
  exact Real.self_lt_sinh_iff.mpr ht

/-- For `s = 1/2` the product `t * landauTrace (1 / 2) t` lies above `1` at every proper time
`t > 0`. -/
theorem spinor_paramagnetic {t : ℝ} (ht : 0 < t) : 1 < t * landauTrace (1 / 2) t := by
  have hS : 0 < Real.sinh t := Real.sinh_pos_iff.mpr ht
  -- the mean slope of sinh on [0, t] is below its final slope cosh t
  obtain ⟨c, hc, hslope⟩ := exists_hasDerivAt_eq_slope Real.sinh Real.cosh ht
    Real.continuous_sinh.continuousOn (fun x _ => Real.hasDerivAt_sinh x)
  have hlt : Real.cosh c < Real.cosh t := by
    rw [Real.cosh_lt_cosh, abs_of_pos hc.1, abs_of_pos ht]
    exact hc.2
  rw [hslope, Real.sinh_zero, sub_zero, sub_zero, div_lt_iff₀ ht] at hlt
  have e : 2 * (1 / 2) * t = t := by ring
  rw [landauTrace, (hasSum_landau (1 / 2) ht).tsum_eq, e, ← mul_div_assoc, lt_div_iff₀ hS]
  linarith

end

end LandauHeatKernel
```

```lean
#print axioms LandauHeatKernel.summable_branch_iff
#print axioms LandauHeatKernel.tendsto_weak_field
#print axioms LandauHeatKernel.scalar_diamagnetic
#print axioms LandauHeatKernel.spinor_paramagnetic
```

```
'LandauHeatKernel.summable_branch_iff' depends on axioms: [propext, Classical.choice, Quot.sound]
'LandauHeatKernel.tendsto_weak_field' depends on axioms: [propext, Classical.choice, Quot.sound]
'LandauHeatKernel.scalar_diamagnetic' depends on axioms: [propext, Classical.choice, Quot.sound]
'LandauHeatKernel.spinor_paramagnetic' depends on axioms: [propext, Classical.choice, Quot.sound]
```

## From the geometric series to the inequalities

`hasSum_branch` factors out the lowest level, applies Mathlib's geometric series, and rewrites numerator and denominator with a common factor $e^t$ that cancels. `summable_branch_iff` adds the converse: the terms of a convergent series tend to zero, but for $t\le0$ they stay above a positive number. `hasSum_landau` adds the branches at $\sigma=1$ and $\sigma=-1$.

`tendsto_sinh_cubic` takes `Real.exp_bound` with four Taylor terms at $t$ and $-t$, then squeezes the quotient between $1/6-t$ and $1/6+t$. `tendsto_sinh_div` reads its limit off the derivative at zero.

`tendsto_landauTrace` first forms the limit of the bracketed product displayed above. It then shows that this product equals $(tK-1)/t^2$ for $t>0$, using `hasSum_landau` for the sum and `hc` for the identity $\cosh(2st)=1+2\sinh^2(st)$. `tendsto_weak_field` composes this limit with $b\mapsto b\tau$, which tends to zero from above because $\tau>0$, and multiplies by $\tau/(2\pi)$.

The last two theorems hold at every $t>0$. In their names, diamagnetic means that the field lowers the heat kernel below its free value, and paramagnetic that the field raises it. `scalar_diamagnetic` reduces to $t<\sinh t$. `spinor_paramagnetic` obtains the point $c$ from `exists_hasDerivAt_eq_slope` and compares $\cosh c$ with $\cosh t$.
